# Selection rules for integrals of three Legendre polynomials and for axial PAW one-centre densities

## Legendre polynomials and the axial density

For a natural number $l$, Rodrigues' formula defines the Legendre polynomial

$$P_l(t)=\frac{1}{2^l\,l!}\,\frac{d^l}{dt^l}(t^2-1)^l .$$

The integral of three of them is written

$$T(L,a,b)=\int_{-1}^{1}P_L(t)\,P_a(t)\,P_b(t)\,dt .$$

In the projector augmented-wave (PAW) method, the one-centre valence density of an atom is a double sum over partial waves, weighted by an occupancy matrix $\rho_{ij}$. It agrees with the full valence density inside the atomic sphere when the partial-wave expansion is complete there; with a finite set of partial waves the full density can also have angular components that this double sum lacks. Here the partial waves are axial: wave $i$ has angular momentum $l_i$ and magnetic quantum number $m=0$, and with $t=\cos\theta$ it reads $R_i(r)P_{l_i}(t)$. The density is

$$n(r,t)=\sum_{i,j}\rho_{ij}\,R_i(r)P_{l_i}(t)\,R_j(r)P_{l_j}(t),$$

and its component of order $L$ is

$$n_L(r)=\frac{2L+1}{2}\int_{-1}^{1}P_L(t)\,n(r,t)\,dt .$$

The prefactor is the one that makes $n_L$ the coefficient of $P_L$ in an expansion $n=\sum_L n_LP_L$. The $P_l$ are not normalised on the sphere. The normalised function is $Y_{l0}=\sqrt{(2l+1)/4\pi}\,P_l$, and its constant can be absorbed into $R_i$.

## Which integrals and components vanish

The selection rule for the integral is

$$T(L,a,b)\neq 0\;\Longrightarrow\;|a-b|\le L\le a+b\ \text{ and }\ L+a+b\ \text{is even}.$$

It has two consequences for the density, at every $r$:

- If all $l_i\le l_{\max}$, then $n_L(r)=0$ for every $L>2l_{\max}$.
- If $L+l_i+l_j$ is odd for every pair with $\rho_{ij}\ne0$, then $n_L(r)=0$.

With $s$ and $p$ waves, for example, an $s$–$s$ pair can contribute only to $L=0$, an $s$–$p$ pair only to $L=1$, and a $p$–$p$ pair only to $L=0$ and $L=2$. If $\rho$ couples only waves whose $l$ have the same parity, all odd components vanish.

PAW compensation charges reproduce the multipole moments of the difference between the all-electron and the pseudo one-centre density, so for axial partial waves the first consequence means that none are needed beyond $L=2l_{\max}$.

## The same statements in Lean

`legendreP l` is $P_l$ as a real polynomial, and `tripleIntegral L a b` is $T(L,a,b)$. The selection rule is `tripleIntegral_selection`. It writes the lower bound as `|(a : ℤ) - b| ≤ L`, with the difference taken in the integers because subtraction of natural numbers stops at zero.

The partial waves are labelled by a finite type `ι`. The functions `ρ`, `R` and `l` give the occupancies, the radial functions and the angular momenta, `density` is $n(r,t)$, and `multipole` is $n_L(r)$. The two consequences are `multipole_cutoff` and `multipole_parity`.

Nothing is assumed about the radial functions, neither continuity nor normalisation, so the results apply equally to all-electron and pseudo partial waves. The matrix `ρ` is real but need not be symmetric or positive. For a Hermitian occupancy matrix and real partial waves this loses nothing, since the imaginary part is antisymmetric and cancels in the double sum.

The model has $m=0$ throughout, so partial waves with other $m$, and the additional rule that relates the three magnetic quantum numbers, are not covered. The selection rule also runs in one direction only: it says which integrals must vanish, not that the remaining ones are nonzero. Accordingly, $2l_{\max}$ is established as an upper bound, with no statement about when it is reached.

## Orthogonality from integration by parts

Let $W(t)=(t^2-1)^l$ and let $W^{(k)}$ be its $k$-th derivative. Differentiating a product $(t^2-1)^\nu s$, with a polynomial $s$ and an integer $\nu\ge1$, gives

$$\frac{d}{dt}\big[(t^2-1)^\nu s\big]=(t^2-1)^{\nu-1}\big[2\nu t\,s+(t^2-1)s'\big],$$

so each derivative removes at most one factor $t^2-1$. For $k<l$ at least one factor is left in $W^{(k)}$, and therefore $W^{(k)}(\pm1)=0$.

Now let $q$ be a polynomial of degree below $l$. Integrating by parts $l$ times, with every boundary term zero, gives

$$\int_{-1}^{1}q\,W^{(l)}\,dt=-\int_{-1}^{1}q'\,W^{(l-1)}\,dt=\dots=(-1)^l\int_{-1}^{1}q^{(l)}\,W\,dt=0,$$

because $q^{(l)}=0$. Dividing by $2^l\,l!$ shows that $P_l$ is orthogonal to $q$. For $l=0$ the only admissible $q$ is zero, and the claim is trivial.

## Triangle and parity conditions

$W$ has degree $2l$, so after $l$ derivatives $P_l$ has degree at most $l$. The product $P_aP_b$ then has degree at most $a+b$. If $L>a+b$, orthogonality of $P_L$ to this product gives $T(L,a,b)=0$.

The integral is symmetric in its three indices, so it also vanishes if $a>L+b$ or $b>L+a$. A nonzero integral therefore requires

$$L\le a+b,\qquad a-b\le L,\qquad b-a\le L,$$

and the last two inequalities together say $|a-b|\le L$.

For the parity condition, note that $W$ is even and that each derivative reverses parity. Hence $P_l(-t)=(-1)^lP_l(t)$, and the integrand of $T(L,a,b)$ acquires the factor $(-1)^{L+a+b}$ under $t\to-t$. If $L+a+b$ is odd, the integrand is odd and its integral over $[-1,1]$ is zero.

## From integrals to density components

Inserting the density into the definition of $n_L$ and exchanging the finite sums with the integral gives

$$n_L(r)=\frac{2L+1}{2}\sum_{i,j}\rho_{ij}\,R_i(r)\,R_j(r)\,T(L,l_i,l_j).$$

If all $l_i\le l_{\max}$ and $L>2l_{\max}$, then $l_i+l_j\le 2l_{\max}<L$, and every integral in the sum vanishes. If instead $L+l_i+l_j$ is odd for every coupled pair, each term contains either $\rho_{ij}=0$ or $T(L,l_i,l_j)=0$.

## The complete Lean file

```lean
import Mathlib

open Polynomial

namespace PAWAxialDensity

noncomputable section

/-- The Legendre polynomial `P_l`, defined by Rodrigues' formula. -/
def legendreP (l : ℕ) : ℝ[X] :=
  C (1 / (2 ^ l * (l.factorial : ℝ))) * derivative^[l] ((X ^ 2 - 1) ^ l)

/-- The integral of `P_L P_a P_b` over `[-1, 1]`. -/
def tripleIntegral (L a b : ℕ) : ℝ :=
  ∫ t in (-1 : ℝ)..1, (legendreP L).eval t * (legendreP a).eval t * (legendreP b).eval t

/-- `P_l` is orthogonal on `[-1, 1]` to every polynomial of degree below `l`. -/
theorem legendreP_orthogonal (l : ℕ) (q : ℝ[X]) (h : q.degree < l) :
    ∫ t in (-1 : ℝ)..1, q.eval t * (legendreP l).eval t = 0 := by
  obtain ⟨W, hW⟩ : ∃ W : ℝ[X], W = (X ^ 2 - 1) ^ l := ⟨_, rfl⟩
  -- the lower derivatives of `(t² - 1)^l` vanish at the end points
  have bdry : ∀ k < l, ∀ x : ℝ, x ^ 2 = 1 → (derivative^[k] W).eval x = 0 := by
    intro k hk x hx
    obtain ⟨s, hs⟩ := pow_sub_dvd_iterate_derivative_pow (X ^ 2 - 1 : ℝ[X]) l k
    have h0 : (X ^ 2 - 1 : ℝ[X]).eval x = 0 := by simp [hx]
    rw [hW, hs, eval_mul, eval_pow, h0, zero_pow (by omega), zero_mul]
  -- repeated integration by parts
  have parts : ∀ k ≤ l, ∀ p : ℝ[X], derivative^[k] p = 0 →
      ∫ t in (-1 : ℝ)..1, p.eval t * (derivative^[k] W).eval t = 0 := by
    intro k
    induction k with
    | zero =>
      intro _ p hp
      have hp' : p = 0 := hp
      simp [hp']
    | succ k ih =>
      intro hk p hp
      rw [Function.iterate_succ_apply] at hp
      rw [Function.iterate_succ_apply']
      have key : ∫ t in (-1 : ℝ)..1, p.eval t * (derivative (derivative^[k] W)).eval t
          = p.eval 1 * (derivative^[k] W).eval 1 - p.eval (-1) * (derivative^[k] W).eval (-1)
            - ∫ t in (-1 : ℝ)..1, (derivative p).eval t * (derivative^[k] W).eval t :=
        intervalIntegral.integral_mul_deriv_eq_deriv_mul
          (fun x _ => p.hasDerivAt x) (fun x _ => Polynomial.hasDerivAt _ x)
          ((Polynomial.continuous _).intervalIntegrable _ _)
          ((Polynomial.continuous _).intervalIntegrable _ _)
      rw [key, bdry k (by omega) 1 (by norm_num), bdry k (by omega) (-1) (by norm_num),
        ih (by omega) _ hp]
      ring
  have hq : derivative^[l] q = 0 := by
    ext m
    have hm : (l : WithBot ℕ) ≤ ((m + l : ℕ) : WithBot ℕ) := by
      exact_mod_cast Nat.le_add_left l m
    rw [coeff_iterate_derivative, coeff_eq_zero_of_degree_lt (lt_of_lt_of_le h hm)]
    simp
  have hc : ∀ t : ℝ, q.eval t * (legendreP l).eval t =
      1 / (2 ^ l * (l.factorial : ℝ)) * (q.eval t * (derivative^[l] W).eval t) := by
    intro t
    rw [legendreP, ← hW, eval_mul, eval_C]
    ring
  simp_rw [hc]
  rw [intervalIntegral.integral_const_mul, parts l le_rfl q hq, mul_zero]

/-- `P_l` has degree at most `l`. -/
theorem legendreP_natDegree_le (l : ℕ) : (legendreP l).natDegree ≤ l := by
  have h2 : (X ^ 2 - 1 : ℝ[X]).natDegree = 2 := by compute_degree!
  have h := natDegree_iterate_derivative ((X ^ 2 - 1 : ℝ[X]) ^ l) l
  rw [natDegree_pow, h2] at h
  exact (natDegree_C_mul_le _ _).trans (h.trans (by omega))

/-- Under reflection `t → -t` the polynomial `P_l` is multiplied by `(-1)^l`. -/
theorem legendreP_neg (l : ℕ) (t : ℝ) :
    (legendreP l).eval (-t) = (-1) ^ l * (legendreP l).eval t := by
  -- each derivative of the even polynomial `(t² - 1)^l` brings one sign
  have hk : ∀ k : ℕ, (derivative^[k] ((X ^ 2 - 1 : ℝ[X]) ^ l)).comp (-X)
      = C ((-1 : ℝ) ^ k) * derivative^[k] ((X ^ 2 - 1 : ℝ[X]) ^ l) := by
    intro k
    induction k with
    | zero => simp
    | succ k ih =>
      have h := congrArg derivative ih
      rw [derivative_comp, derivative_C_mul, derivative_neg, derivative_X] at h
      rw [Function.iterate_succ_apply', pow_succ (-1 : ℝ) k, C_mul, C_neg, C_1]
      linear_combination -h
  have h := congrArg (eval t) (hk l)
  rw [eval_comp, eval_neg, eval_X, eval_mul, eval_C] at h
  simp only [legendreP, eval_mul, eval_C, h]
  ring

/-- The triple integral vanishes when `L` exceeds `a + b`. -/
theorem tripleIntegral_eq_zero_of_lt {L a b : ℕ} (h : a + b < L) :
    tripleIntegral L a b = 0 := by
  have hn : (legendreP a * legendreP b).natDegree < L :=
    lt_of_le_of_lt (natDegree_mul_le.trans
      (add_le_add (legendreP_natDegree_le a) (legendreP_natDegree_le b))) h
  have hd : (legendreP a * legendreP b).degree < L :=
    lt_of_le_of_lt degree_le_natDegree (by exact_mod_cast hn)
  rw [← legendreP_orthogonal L _ hd, tripleIntegral]
  congr 1
  funext t
  rw [eval_mul]
  ring

/-- Selection rule: a nonzero integral of `P_L P_a P_b` requires `|a - b| ≤ L ≤ a + b` and
`L + a + b` even. -/
theorem tripleIntegral_selection {L a b : ℕ} (h : tripleIntegral L a b ≠ 0) :
    |(a : ℤ) - b| ≤ L ∧ L ≤ a + b ∧ Even (L + a + b) := by
  have s1 : tripleIntegral L a b = tripleIntegral a L b := by
    unfold tripleIntegral; congr 1; funext t; ring
  have s2 : tripleIntegral L a b = tripleIntegral b a L := by
    unfold tripleIntegral; congr 1; funext t; ring
  -- orthogonality applied to each of the three factors
  have h1 : L ≤ a + b := by
    by_contra hc
    exact h (tripleIntegral_eq_zero_of_lt (by omega))
  have h2 : a ≤ L + b := by
    by_contra hc
    exact h (s1.trans (tripleIntegral_eq_zero_of_lt (by omega)))
  have h3 : b ≤ a + L := by
    by_contra hc
    exact h (s2.trans (tripleIntegral_eq_zero_of_lt (by omega)))
  refine ⟨abs_le.mpr ⟨by omega, by omega⟩, h1, Nat.not_odd_iff_even.mp fun ho => h ?_⟩
  -- an odd integrand integrates to zero
  have hodd : ∀ f : ℝ → ℝ, (∀ t, f (-t) = -f t) → ∫ t in (-1 : ℝ)..1, f t = 0 := by
    intro f hf
    have hi := intervalIntegral.integral_comp_neg (a := (-1 : ℝ)) (b := 1) f
    simp only [hf, intervalIntegral.integral_neg, neg_neg] at hi
    linarith
  have hs : (-1 : ℝ) ^ L * (-1) ^ a * (-1) ^ b = -1 := by
    rw [← pow_add, ← pow_add]
    exact ho.neg_one_pow
  refine hodd _ fun t => ?_
  simp only [legendreP_neg]
  linear_combination ((legendreP L).eval t * (legendreP a).eval t * (legendreP b).eval t) * hs

variable {ι : Type*} [Fintype ι] (ρ : ι → ι → ℝ) (R : ι → ℝ → ℝ) (l : ι → ℕ)

/-- The one-centre density at radius `r` and `t = cos θ`, built from the axial partial waves
`R i r * P_{l i}(t)` with occupancy matrix `ρ`. -/
def density (r t : ℝ) : ℝ :=
  ∑ i, ∑ j, ρ i j * (R i r * (legendreP (l i)).eval t) * (R j r * (legendreP (l j)).eval t)

/-- The radial coefficient of `P_L` in the one-centre density. -/
def multipole (L : ℕ) (r : ℝ) : ℝ :=
  (2 * (L : ℝ) + 1) / 2 * ∫ t in (-1 : ℝ)..1, (legendreP L).eval t * density ρ R l r t

/-- The `L` component of the density is the sum over pairs of partial waves of occupancy times
radial functions times the triple integral, with the prefactor `(2L + 1)/2`. -/
theorem multipole_eq (L : ℕ) (r : ℝ) : multipole ρ R l L r = (2 * (L : ℝ) + 1) / 2 *
    ∑ i, ∑ j, ρ i j * R i r * R j r * tripleIntegral L (l i) (l j) := by
  have hcont : ∀ i j, Continuous fun t : ℝ => ρ i j * R i r * R j r *
      ((legendreP L).eval t * (legendreP (l i)).eval t * (legendreP (l j)).eval t) :=
    fun i j => continuous_const.mul (((Polynomial.continuous _).mul
      (Polynomial.continuous _)).mul (Polynomial.continuous _))
  have hexp : ∀ t : ℝ, (legendreP L).eval t * density ρ R l r t =
      ∑ i, ∑ j, ρ i j * R i r * R j r *
        ((legendreP L).eval t * (legendreP (l i)).eval t * (legendreP (l j)).eval t) := by
    intro t
    simp only [density, Finset.mul_sum]
    refine Finset.sum_congr rfl fun i _ => Finset.sum_congr rfl fun j _ => ?_
    ring
  unfold multipole
  simp_rw [hexp]
  -- exchange the finite sums with the integral
  rw [intervalIntegral.integral_finsetSum fun i _ =>
    (continuous_finsetSum _ fun j _ => hcont i j).intervalIntegrable _ _]
  congr 1
  refine Finset.sum_congr rfl fun i _ => ?_
  rw [intervalIntegral.integral_finsetSum fun j _ => (hcont i j).intervalIntegrable _ _]
  refine Finset.sum_congr rfl fun j _ => ?_
  rw [intervalIntegral.integral_const_mul, tripleIntegral]

/-- A density built from partial waves with `l ≤ lmax` has no component with `L > 2 lmax`. -/
theorem multipole_cutoff {lmax L : ℕ} (hl : ∀ i, l i ≤ lmax) (hL : 2 * lmax < L) (r : ℝ) :
    multipole ρ R l L r = 0 := by
  rw [multipole_eq, Finset.sum_eq_zero, mul_zero]
  refine fun i _ => Finset.sum_eq_zero fun j _ => ?_
  have hi := hl i
  have hj := hl j
  rw [tripleIntegral_eq_zero_of_lt (by omega), mul_zero]

/-- The `L` component vanishes if `L + l i + l j` is odd for every pair of partial waves
coupled by the occupancy matrix. -/
theorem multipole_parity {L : ℕ} (hρ : ∀ i j, ρ i j ≠ 0 → Odd (L + l i + l j)) (r : ℝ) :
    multipole ρ R l L r = 0 := by
  rw [multipole_eq, Finset.sum_eq_zero, mul_zero]
  refine fun i _ => Finset.sum_eq_zero fun j _ => ?_
  by_contra hne
  have h1 : ρ i j ≠ 0 := fun h0 => hne (by rw [h0]; ring)
  have h2 : tripleIntegral L (l i) (l j) ≠ 0 := fun h0 => hne (by rw [h0, mul_zero])
  exact Nat.not_even_iff_odd.mpr (hρ i j h1) (tripleIntegral_selection h2).2.2

end

end PAWAxialDensity
```

```lean
#print axioms PAWAxialDensity.tripleIntegral_selection
#print axioms PAWAxialDensity.multipole_cutoff
#print axioms PAWAxialDensity.multipole_parity
```

```
'PAWAxialDensity.tripleIntegral_selection' depends on axioms: [propext, Classical.choice, Quot.sound]
'PAWAxialDensity.multipole_cutoff' depends on axioms: [propext, Classical.choice, Quot.sound]
'PAWAxialDensity.multipole_parity' depends on axioms: [propext, Classical.choice, Quot.sound]
```

## How Lean integrates by parts

`legendreP_orthogonal` follows the repeated integration by parts. The step `bdry` shows that the lower derivatives vanish at the end points, using Mathlib's result that $(t^2-1)^{l-k}$ divides $W^{(k)}$.

The step `parts` is an induction that avoids tracking the sign $(-1)^l$. It states that for $k\le l$ and any polynomial $p$ with $p^{(k)}=0$, the integral of $p\,W^{(k)}$ is zero. For $k=0$ the polynomial $p$ is itself zero. In the induction step, `key` is a single integration by parts, `bdry` removes its boundary terms, and the induction hypothesis applied to $p'$ removes the remaining integral. Finally, `hq` checks coefficient by coefficient that $q^{(l)}=0$, and `hc` takes the Rodrigues prefactor out of the integrand.

## Degree, reflection and the selection rule

`legendreP_natDegree_le` carries out the degree count $2l-l=l$. `legendreP_neg` proves the reflection law by induction on the number of derivatives: differentiating the identity for $W^{(k)}(-t)$ produces one more minus sign through the chain rule.

`tripleIntegral_eq_zero_of_lt` applies orthogonality with $q=P_aP_b$. In `tripleIntegral_selection`, the equalities `s1` and `s2` permute the three factors, so that this one lemma yields all three inequalities `h1`, `h2` and `h3`. The parity part argues by contradiction. The auxiliary claim `hodd` substitutes $t\to-t$ to show that the integral of an odd function equals its own negative, and `hs` evaluates the product of the three signs as $-1$.

## The density sums

`multipole_eq` is the expansion of $n_L$ in triple integrals. `hexp` multiplies out the integrand, and the two sums are then moved outside the integral one after the other. Each exchange needs integrability in $t$, which `hcont` supplies: at fixed $r$ the radial functions are constants and the integrand is a polynomial in $t$.

`multipole_cutoff` and `multipole_parity` both start from this expansion and show that every term is zero. The first uses `tripleIntegral_eq_zero_of_lt`. The second supposes that some term is nonzero, which forces both $\rho_{ij}\neq0$ and $T(L,l_i,l_j)\neq0$. The selection rule then makes $L+l_i+l_j$ even, contradicting the hypothesis that it is odd.
